# A noise level strictly between the distance to the kernel's range and the data norm fixes one Tikhonov parameter

A simulation gives a Green's function at finitely many imaginary times, with statistical noise, and one wants the spectral function on a frequency grid. The two are related linearly: the data vector \(g\) should be close to \(Kx\), where \(x\) is the spectrum and \(K\) is the discretized kernel. Inverting \(K\) directly amplifies the noise, because many different spectra give nearly the same data. Tikhonov regularization uses instead

\[
x_a=(K^TK+a)^{-1}K^Tg,\qquad a>0,
\]

and leaves the parameter \(a\) to be chosen. If the size \(\delta\) of the noise is known, a natural demand is that the misfit \(\|Kx_a-g\|\) equal \(\delta\). Provided that \(K^Tg\neq0\), the misfit grows strictly with \(a\), and the demand singles out one \(a>0\) exactly when \(\delta\) lies strictly between the distance from \(g\) to the range of \(K\) and \(\|g\|\).

```lean
import Mathlib

open Matrix

namespace DiscrepancyPrinciple

noncomputable section
```

## Lengths, misfits and the regularized spectrum

Lengths are Euclidean, \(\|v\|=\sqrt{v\cdot v}\). They are defined explicitly because Mathlib's default norm on functions `ι → ℝ` is the largest absolute entry.

```lean
/-- Euclidean length of a real vector. -/
def len {ι : Type*} [Fintype ι] (v : ι → ℝ) : ℝ := √(v ⬝ᵥ v)
```

The finite types `m` and `n` label the data points and the frequencies. The best misfit that any spectrum can approach is

\[
d=\inf_x\|Kx-g\| .
\]

The infimum runs over all real vectors, so neither positivity nor a sum rule is imposed on the spectrum.

```lean
variable {m n : Type*} [Fintype m] [Fintype n]

/-- Distance from the data `g` to the range of the kernel `K`: the infimum of the misfit
over all spectra. -/
def distRange (K : Matrix m n ℝ) (g : m → ℝ) : ℝ := ⨅ x : n → ℝ, len (K *ᵥ x - g)
```

The regularized spectrum \(x_a\) is `tikhonov K g a`. The Lean function accepts any real `a`; the theorems that need \(a>0\) say so.

```lean
variable [DecidableEq n]

/-- The regularized spectrum `x_a = (KᵀK + a)⁻¹ Kᵀ g`, for `a > 0`. -/
def tikhonov (K : Matrix m n ℝ) (g : m → ℝ) (a : ℝ) : n → ℝ :=
  (Kᵀ * K + a • (1 : Matrix n n ℝ))⁻¹ *ᵥ (Kᵀ *ᵥ g)
```

Its misfit is \(R(a)=\|Kx_a-g\|\). All data points carry equal weight, which suits independent errors of equal variance; for a known nonsingular covariance, \(K\) and \(g\) would first be whitened. The number \(\delta\) is the length of the whole noise vector, whitened too if the data are, and not the error of one point.

```lean
/-- The misfit `‖K x_a - g‖` of the regularized spectrum, for `a > 0`. -/
def residual (K : Matrix m n ℝ) (g : m → ℝ) (a : ℝ) : ℝ :=
  len (K *ᵥ tikhonov K g a - g)
```

Most of the algebra is done with squares, using \(\|v\|^2=v\cdot v\).

```lean
/-- The squared length of a vector is its dot product with itself. -/
theorem len_sq {ι : Type*} [Fintype ι] (v : ι → ℝ) : len v ^ 2 = v ⬝ᵥ v :=
  Real.sq_sqrt (Finset.sum_nonneg fun i _ => mul_self_nonneg (v i))
```

## The normal equation

Suppose \((K^TK+a)v=0\). Taking the dot product with \(v\) gives

\[
\|Kv\|^2+a\|v\|^2=0,
\]

so \(v=0\) because \(a>0\). The matrix is therefore nonsingular, and multiplying the definition of \(x_a\) by it gives

\[
K^TKx_a+ax_a=K^Tg .
\]

In the code, `hM` expands the matrix acting on a vector, and `hdet` rules out a null vector by this quadratic form.

```lean
/-- For `a > 0` the matrix `KᵀK + a` is nonsingular, and the regularized spectrum solves
the normal equation `KᵀK x + a x = Kᵀ g`. -/
theorem normal_equation (K : Matrix m n ℝ) (g : m → ℝ) {a : ℝ} (ha : 0 < a) :
    (Kᵀ * K + a • (1 : Matrix n n ℝ)).det ≠ 0 ∧
      Kᵀ *ᵥ (K *ᵥ tikhonov K g a) + a • tikhonov K g a = Kᵀ *ᵥ g := by
  have hM : ∀ v, (Kᵀ * K + a • (1 : Matrix n n ℝ)) *ᵥ v = Kᵀ *ᵥ (K *ᵥ v) + a • v := by
    intro v
    rw [add_mulVec, ← mulVec_mulVec, smul_mulVec, one_mulVec]
  have hdet : (Kᵀ * K + a • (1 : Matrix n n ℝ)).det ≠ 0 := by
    intro h
    obtain ⟨v, hv, h0⟩ := exists_mulVec_eq_zero_iff.mpr h
    -- a null vector would have zero quadratic form
    have h1 := congrArg (fun u => v ⬝ᵥ u) ((hM v).symm.trans h0)
    simp only [dotProduct_add, dotProduct_smul, smul_eq_mul, dotProduct_zero] at h1
    rw [dotProduct_mulVec v Kᵀ, vecMul_transpose, ← len_sq, ← len_sq] at h1
    have h2 : len v ^ 2 = 0 := by
      have h3 : a * len v ^ 2 = 0 :=
        le_antisymm (by linarith [sq_nonneg (len (K *ᵥ v))]) (by positivity)
      exact (mul_eq_zero.mp h3).resolve_left ha.ne'
    rw [len_sq] at h2
    exact hv (dotProduct_self_eq_zero.mp h2)
  refine ⟨hdet, ?_⟩
  rw [← hM, tikhonov, mulVec_mulVec, mul_nonsing_inv _ (isUnit_iff_ne_zero.mpr hdet),
    one_mulVec]
```

## Completing the square

The spectrum \(x_a\) balances misfit against length through

\[
F_a(y)=\|Ky-g\|^2+a\|y\|^2 .
\]

Put \(h=y-x_a\) and expand:

\[
F_a(y)=F_a(x_a)+2\big[Kh\cdot(Kx_a-g)+a\,h\cdot x_a\big]+\|Kh\|^2+a\|h\|^2 .
\]

The bracket is the normal equation dotted with \(h\), so it vanishes. The lemma `key` states this for a general test vector, and the last line uses it for \(y\) and for \(x_a\), whose difference is \(h\).

```lean
/-- Completing the square: for `a > 0`, the regularized functional at any spectrum `y` exceeds
its value at `x_a` by `‖K(y - x_a)‖² + a ‖y - x_a‖²`. -/
theorem functional_excess (K : Matrix m n ℝ) (g : m → ℝ) {a : ℝ} (ha : 0 < a) (y : n → ℝ) :
    len (K *ᵥ y - g) ^ 2 + a * len y ^ 2 =
      residual K g a ^ 2 + a * len (tikhonov K g a) ^ 2
        + len (K *ᵥ (y - tikhonov K g a)) ^ 2 + a * len (y - tikhonov K g a) ^ 2 := by
  have N := (normal_equation K g ha).2
  unfold residual
  generalize tikhonov K g a = x at N ⊢
  -- the normal equation tested against a spectrum `z`
  have key : ∀ z, (K *ᵥ z) ⬝ᵥ (K *ᵥ x) + a * (z ⬝ᵥ x) = (K *ᵥ z) ⬝ᵥ g := by
    intro z
    have h := congrArg (fun v => z ⬝ᵥ v) N
    simp only [dotProduct_add, dotProduct_smul, smul_eq_mul] at h
    rwa [dotProduct_mulVec z Kᵀ (K *ᵥ x), dotProduct_mulVec z Kᵀ g, vecMul_transpose] at h
  simp only [len_sq, mulVec_sub, sub_dotProduct, dotProduct_sub]
  rw [dotProduct_comm g (K *ᵥ y), dotProduct_comm g (K *ᵥ x),
    dotProduct_comm (K *ᵥ x) (K *ᵥ y), dotProduct_comm x y]
  linear_combination 2 * key y - 2 * key x
```

If \(y\neq x_a\), then \(a\|h\|^2>0\), so \(F_a(y)>F_a(x_a)\): the minimizer is unique.

```lean
/-- For `a > 0`, the regularized spectrum is the only minimizer of
`‖K y - g‖² + a ‖y‖²`. -/
theorem tikhonov_minimizes (K : Matrix m n ℝ) (g : m → ℝ) {a : ℝ} (ha : 0 < a)
    {y : n → ℝ} (hy : y ≠ tikhonov K g a) :
    residual K g a ^ 2 + a * len (tikhonov K g a) ^ 2
      < len (K *ᵥ y - g) ^ 2 + a * len y ^ 2 := by
  have hp : 0 < len (y - tikhonov K g a) ^ 2 := by
    refine lt_of_le_of_ne (sq_nonneg _) (Ne.symm ?_)
    rw [len_sq]
    exact mt dotProduct_self_eq_zero.mp (sub_ne_zero.mpr hy)
  linarith [functional_excess K g ha y, mul_pos ha hp,
    sq_nonneg (len (K *ᵥ (y - tikhonov K g a)))]
```

This also says what matching the misfit selects. If \(y\ne x_a\) fits at least as well, \(\|Ky-g\|\le R(a)\), then

\[
a\|x_a\|^2<a\|y\|^2+\|Ky-g\|^2-R(a)^2\le a\|y\|^2 ,
\]

so \(x_a\) is the shortest spectrum with that quality of fit.

```lean
/-- For `a > 0`, every other spectrum that fits the data at least as well as `x_a` is
longer than `x_a`. -/
theorem tikhonov_shortest (K : Matrix m n ℝ) (g : m → ℝ) {a : ℝ} (ha : 0 < a)
    {y : n → ℝ} (hy : y ≠ tikhonov K g a) (hfit : len (K *ᵥ y - g) ≤ residual K g a) :
    len (tikhonov K g a) < len y := by
  have h1 := tikhonov_minimizes K g ha hy
  have h2 : len (K *ᵥ y - g) ^ 2 ≤ residual K g a ^ 2 :=
    pow_le_pow_left₀ (Real.sqrt_nonneg _) hfit 2
  have h3 : len (tikhonov K g a) ^ 2 < len y ^ 2 :=
    lt_of_mul_lt_mul_left (by linarith) ha.le
  exact lt_of_pow_lt_pow_left₀ 2 (Real.sqrt_nonneg _) h3
```

## The misfit grows with the regularization

Let \(0<a<b\). If \(x_a=x_b\), subtracting the two normal equations gives \((b-a)x_b=0\), hence \(x_b=0\) and \(K^Tg=0\), which is excluded. The spectra differ, so each strictly beats the other in its own functional:

\[
\begin{aligned}
R(a)^2+a\|x_a\|^2&<R(b)^2+a\|x_b\|^2,\\
R(b)^2+b\|x_b\|^2&<R(a)^2+b\|x_a\|^2 .
\end{aligned}
\]

Adding them gives \((b-a)\|x_b\|^2<(b-a)\|x_a\|^2\), so the spectrum shrinks. The first inequality then gives

\[
R(b)^2-R(a)^2>a\big(\|x_a\|^2-\|x_b\|^2\big)>0 .
\]

These two conclusions are `hS` and `hR`. In the statement, `StrictMonoOn` on `Set.Ioi 0` means strictly increasing on \((0,\infty)\).

```lean
/-- If `Kᵀ g ≠ 0`, the residual is strictly increasing in the regularization `a > 0`. -/
theorem residual_strictMonoOn (K : Matrix m n ℝ) (g : m → ℝ) (hg : Kᵀ *ᵥ g ≠ 0) :
    StrictMonoOn (residual K g) (Set.Ioi 0) := by
  intro a ha b hb hab
  have ha' : 0 < a := ha
  have hb' : 0 < b := hb
  -- different regularizations give different spectra
  have hne : tikhonov K g a ≠ tikhonov K g b := by
    intro h
    have Na := (normal_equation K g ha').2
    have Nb := (normal_equation K g hb').2
    rw [h] at Na
    have h1 : (b - a) • tikhonov K g b = 0 := by
      linear_combination (norm := module) Nb - Na
    have h2 := (smul_eq_zero.mp h1).resolve_left (sub_pos.mpr hab).ne'
    rw [h2] at Nb
    exact hg (by simpa using Nb.symm)
  have e1 := tikhonov_minimizes K g ha' hne.symm
  have e2 := tikhonov_minimizes K g hb' hne
  change _ < residual K g b ^ 2 + _ at e1
  change _ < residual K g a ^ 2 + _ at e2
  -- the spectrum shrinks, so the misfit must grow
  have hS : len (tikhonov K g b) ^ 2 < len (tikhonov K g a) ^ 2 :=
    lt_of_mul_lt_mul_left (by linarith) (sub_pos.mpr hab).le
  have hR : residual K g a ^ 2 < residual K g b ^ 2 := by
    linarith [mul_lt_mul_of_pos_left hS ha']
  exact lt_of_pow_lt_pow_left₀ 2 (Real.sqrt_nonneg _) hR
```

## Strong regularization

For large \(a\) the misfit should approach \(\|g\|\), the misfit of the zero spectrum. Write \(x=x_a\) and \(c=K^Tg\). Expanding the misfit, and dotting the normal equation with \(x\), gives

\[
\|g\|^2-R(a)^2=2\,x\cdot c-\|Kx\|^2,\qquad \|Kx\|^2+a\|x\|^2=x\cdot c .
\]

Using the second relation to eliminate \(\|x\|^2\),

\[
0\le\|ax-c\|^2=\|c\|^2-a\,x\cdot c-a\|Kx\|^2 .
\]

Hence \(a\,x\cdot c\le\|c\|^2\), and

\[
a\big(\|g\|^2-R(a)^2\big)\le2\|K^Tg\|^2 .
\]

```lean
/-- For `a > 0`, the squared residual falls short of `‖g‖²` by at most `2 ‖Kᵀ g‖² / a`. -/
theorem residual_deficit (K : Matrix m n ℝ) (g : m → ℝ) {a : ℝ} (ha : 0 < a) :
    a * (len g ^ 2 - residual K g a ^ 2) ≤ 2 * len (Kᵀ *ᵥ g) ^ 2 := by
  have N := (normal_equation K g ha).2
  unfold residual
  generalize tikhonov K g a = x at N ⊢
  have h1 : x ⬝ᵥ (Kᵀ *ᵥ g) = (K *ᵥ x) ⬝ᵥ g := by
    rw [dotProduct_mulVec, vecMul_transpose]
  have h2 := congrArg (fun v => x ⬝ᵥ v) N
  simp only [dotProduct_add, dotProduct_smul, smul_eq_mul] at h2
  rw [h1, dotProduct_mulVec x Kᵀ, vecMul_transpose] at h2
  have h3 := sq_nonneg (len (a • x - Kᵀ *ᵥ g))
  simp only [len_sq, sub_dotProduct, dotProduct_sub, smul_dotProduct, dotProduct_smul,
    smul_eq_mul] at h3
  rw [dotProduct_comm (Kᵀ *ᵥ g) x, h1] at h3
  have h4 := mul_nonneg ha.le (sq_nonneg (len (K *ᵥ x)))
  rw [len_sq] at h4
  have h5 := congrArg (fun t => a * t) h2
  simp only [len_sq, sub_dotProduct, dotProduct_sub]
  rw [dotProduct_comm g (K *ᵥ x)]
  linarith
```

## Continuity

With \(M=K^TK+a\), the inverse is \(M^{-1}=\operatorname{adj}M/\det M\). The numerator and the denominator are polynomials in \(a\), and the determinant is nonzero for \(a>0\). So \(x_a\), and with it \(R(a)\), is continuous there.

```lean
/-- The residual depends continuously on the regularization `a > 0`. -/
theorem residual_continuousOn (K : Matrix m n ℝ) (g : m → ℝ) :
    ContinuousOn (residual K g) (Set.Ioi 0) := by
  have hM : Continuous fun a : ℝ => Kᵀ * K + a • (1 : Matrix n n ℝ) :=
    continuous_const.add (continuous_id.smul continuous_const)
  have hx : ContinuousOn (tikhonov K g) (Set.Ioi 0) := by
    -- the inverse is the adjugate divided by the determinant
    have e : tikhonov K g = fun a => (Kᵀ * K + a • (1 : Matrix n n ℝ)).det⁻¹ •
        ((Kᵀ * K + a • (1 : Matrix n n ℝ)).adjugate *ᵥ (Kᵀ *ᵥ g)) := by
      funext a
      rw [tikhonov, Matrix.inv_def, Ring.inverse_eq_inv', smul_mulVec]
    rw [e]
    exact (hM.matrix_det.continuousOn.inv₀ fun a ha => (normal_equation K g ha).1).smul
      (hM.matrix_adjugate.matrix_mulVec continuous_const).continuousOn
  have hl : Continuous fun x : n → ℝ => len (K *ᵥ x - g) := by
    simp only [len, dotProduct, mulVec, Pi.sub_apply]
    fun_prop
  exact hl.comp_continuousOn hx
```

## Which noise levels can be matched

First let \(\delta=R(a)\) with \(a>0\). Halving \(a\) lowers the misfit, so \(d\le R(a/2)<R(a)\). For the upper bound, \(x_a\neq0\) because \(K^Tg\neq0\), and comparison with the zero spectrum gives \(R(a)^2+a\|x_a\|^2<\|g\|^2\).

Conversely, let \(d<\delta<\|g\|\). Some spectrum \(y\) has \(\|Ky-g\|<\delta\). Choose

\[
a=\frac{\delta^2-\|Ky-g\|^2}{\|y\|^2+1},\qquad
b=\frac{2\|K^Tg\|^2+1}{\|g\|^2-\delta^2}.
\]

Since \(x_a\) minimizes \(F_a\),

\[
R(a)^2\le\|Ky-g\|^2+a\|y\|^2=\delta^2-a<\delta^2 .
\]

The estimate for strong regularization gives

\[
b\big(\|g\|^2-R(b)^2\big)\le2\|K^Tg\|^2<b\big(\|g\|^2-\delta^2\big),
\]

so \(R(b)>\delta\). The intermediate value theorem supplies a positive parameter at which the misfit equals \(\delta\), and strict monotonicity, used through `mono.injOn`, makes it unique.

In the statement, `∃! a` reads "there is exactly one \(a\)", with positivity and the matching of the misfit as its two conditions. By monotonicity, a \(\delta\) outside the open interval is matched by no \(a>0\) at all.

```lean
/-- Discrepancy principle: if `Kᵀ g ≠ 0`, a noise level `δ` is the residual of exactly one
regularization `a > 0` if and only if `δ` lies strictly between the distance from `g` to the
range of `K` and `‖g‖`. -/
theorem discrepancy_principle (K : Matrix m n ℝ) (g : m → ℝ) (hg : Kᵀ *ᵥ g ≠ 0) (δ : ℝ) :
    (∃! a, 0 < a ∧ residual K g a = δ) ↔ distRange K g < δ ∧ δ < len g := by
  have mono := residual_strictMonoOn K g hg
  constructor
  · rintro ⟨a, ⟨ha, rfl⟩, -⟩
    constructor
    · -- halving `a` gives a still smaller misfit
      have hle : distRange K g ≤ residual K g (a / 2) :=
        ciInf_le ⟨0, by rintro _ ⟨x, rfl⟩; exact Real.sqrt_nonneg _⟩ (tikhonov K g (a / 2))
      exact hle.trans_lt (mono (half_pos ha) ha (half_lt_self ha))
    · -- compare with the zero spectrum
      have hne : (0 : n → ℝ) ≠ tikhonov K g a := by
        intro h
        have N := (normal_equation K g ha).2
        rw [← h] at N
        exact hg (by simpa using N.symm)
      have h := tikhonov_minimizes K g ha hne
      have h0 : len (K *ᵥ (0 : n → ℝ) - g) = len g := by simp [len]
      have h1 : len (0 : n → ℝ) = 0 := by simp [len]
      rw [h0, h1] at h
      have h2 : residual K g a ^ 2 < len g ^ 2 := by
        linarith [mul_nonneg ha.le (sq_nonneg (len (tikhonov K g a)))]
      exact lt_of_pow_lt_pow_left₀ 2 (Real.sqrt_nonneg _) h2
  · rintro ⟨h1, h2⟩
    obtain ⟨y, hy⟩ := exists_lt_of_ciInf_lt h1
    have hδ : 0 ≤ δ := (Real.sqrt_nonneg _).trans hy.le
    -- a weak regularization with residual below `δ`
    obtain ⟨a, ha, hRa⟩ : ∃ a, 0 < a ∧ residual K g a < δ := by
      have hd : 0 < δ ^ 2 - len (K *ᵥ y - g) ^ 2 :=
        sub_pos.mpr (pow_lt_pow_left₀ hy (Real.sqrt_nonneg _) two_ne_zero)
      have hq : 0 < len y ^ 2 + 1 := by positivity
      have ha := div_pos hd hq
      refine ⟨_, ha, lt_of_pow_lt_pow_left₀ 2 hδ ?_⟩
      have e := functional_excess K g ha y
      have hc := div_mul_cancel₀ (δ ^ 2 - len (K *ᵥ y - g) ^ 2) hq.ne'
      generalize (δ ^ 2 - len (K *ᵥ y - g) ^ 2) / (len y ^ 2 + 1) = a at *
      linarith [mul_nonneg ha.le (sq_nonneg (len (tikhonov K g a))),
        mul_nonneg ha.le (sq_nonneg (len (y - tikhonov K g a))),
        sq_nonneg (len (K *ᵥ (y - tikhonov K g a)))]
    -- a strong regularization with residual above `δ`
    obtain ⟨b, hb, hRb⟩ : ∃ b, 0 < b ∧ δ < residual K g b := by
      have hd : 0 < len g ^ 2 - δ ^ 2 := sub_pos.mpr (pow_lt_pow_left₀ h2 hδ two_ne_zero)
      have hb : 0 < (2 * len (Kᵀ *ᵥ g) ^ 2 + 1) / (len g ^ 2 - δ ^ 2) := by positivity
      refine ⟨_, hb, lt_of_pow_lt_pow_left₀ 2 (Real.sqrt_nonneg _) ?_⟩
      have e := residual_deficit K g hb
      have hc := div_mul_cancel₀ (2 * len (Kᵀ *ᵥ g) ^ 2 + 1) hd.ne'
      generalize (2 * len (Kᵀ *ᵥ g) ^ 2 + 1) / (len g ^ 2 - δ ^ 2) = b at *
      exact lt_of_mul_lt_mul_left (by linarith) hb.le
    obtain ⟨c, hc, hRc⟩ := isPreconnected_Ioi.intermediate_value
      (Set.mem_Ioi.mpr ha) (Set.mem_Ioi.mpr hb) (residual_continuousOn K g) ⟨hRa.le, hRb.le⟩
    exact ⟨c, ⟨hc, hRc⟩, fun d hd => mono.injOn hd.1 hc (hd.2.trans hRc.symm)⟩
```

For analytic continuation with a finite linear kernel and this quadratic penalty, a bracketing root search in \(a\) therefore has a single target whenever \(\delta\) is admissible. Whether the spectrum chosen in this way converges to the true one as the noise vanishes is a separate question, which the theorem leaves open.

## One frequency and two data points

Take

\[
K=\begin{pmatrix}1\\0\end{pmatrix},\qquad g=\begin{pmatrix}3\\4\end{pmatrix}.
\]

Then \(K^TK=1\), \(K^Tg=3\) and \(x_a=3/(1+a)\), so

\[
R(a)=\sqrt{16+\frac{9a^2}{(1+a)^2}} .
\]

This rises from \(d=4\) towards \(\|g\|=5\), reaching neither. For \(\delta=\sqrt{17}\) one needs \(a/(1+a)=1/3\), so \(a=1/2\) and \(x_a=2\). The spectra that fit at least as well satisfy \(|x-3|\le1\), and \(2\) is indeed the shortest of them.

## Data orthogonal to the range

Now replace \(g\) by \((0,4)^T\). Then \(K^Tg=0\): the data have no component that the kernel can produce. The regularized spectrum is zero and the misfit is \(4\) whatever \(a\) is, so strict growth fails. The same happens for every \(K\) and \(g\) with \(K^Tg=0\), since any matrix applied to the zero vector gives zero.

```lean
/-- If `Kᵀ g = 0`, the residual equals `‖g‖` for every regularization. -/
theorem residual_constant (K : Matrix m n ℝ) (g : m → ℝ) (hg : Kᵀ *ᵥ g = 0) (a : ℝ) :
    residual K g a = len g := by
  simp [residual, tikhonov, hg, len]

end

end DiscrepancyPrinciple
```

```lean
#print axioms DiscrepancyPrinciple.tikhonov_shortest
-- 'DiscrepancyPrinciple.tikhonov_shortest' depends on axioms: [propext, Classical.choice, Quot.sound]
#print axioms DiscrepancyPrinciple.discrepancy_principle
-- 'DiscrepancyPrinciple.discrepancy_principle' depends on axioms: [propext, Classical.choice, Quot.sound]
#print axioms DiscrepancyPrinciple.residual_constant
-- 'DiscrepancyPrinciple.residual_constant' depends on axioms: [propext, Classical.choice, Quot.sound]
```
